# The electronic gain from a small gap 2D grows as D² log(1/D) when the density of states is continuous and positive at the Fermi level

Suppose a lattice distortion couples every occupied level of a metal to an empty one equally far above the Fermi energy, always with the same matrix element \(D\). This opens a gap \(2D\), and we ask whether the electrons gain more than the lattice pays. Expanding the gain to second order in the gap fails: a level at depth \(x\) below the Fermi energy contributes \(D^2/(2x)\), and the integral of \(1/x\) diverges at \(x=0\). The divergence shows that the gain outgrows every fixed multiple of \(D^2\), but not how fast. The correct leading term is \(\tfrac12\rho(0)D^2\log(1/D)\), where \(\rho(0)\) is the density of states at the Fermi level. If \(\rho\) is continuous and \(\rho(0)>0\), this exceeds any elastic cost \(KD^2\) once \(D\) is small enough.

## Levels, gain and elastic cost

```lean
import Mathlib

open Filter Topology Set

namespace PeierlsInstability

noncomputable section

/-- Energy by which an occupied level at depth `x` below the Fermi energy is lowered
when a gap parameter `D` moves it to depth `√(x² + D²)`. -/
def levelShift (D x : ℝ) : ℝ := √(x ^ 2 + D ^ 2) - x
```

The distortion couples an occupied level at energy \(-x\) to an empty one at \(+x\) with matrix element \(D\). The two-level problem has energies \(\pm\sqrt{x^2+D^2}\), so the occupied level drops by \(\sqrt{x^2+D^2}-x\), which is `levelShift D x`. The letter \(D\) is the textbook \(\Delta\), and the full gap is \(2D\).

```lean
/-- Electronic energy gain of a band of depth `W` with density of states `ρ`,
where `ρ x` is the density at depth `x` below the Fermi energy. -/
def electronicGain (ρ : ℝ → ℝ) (W D : ℝ) : ℝ := ∫ x in (0 : ℝ)..W, ρ x * levelShift D x
```

This is \(G_\rho(D)=\int_0^W\rho(x)\,(\sqrt{x^2+D^2}-x)\,dx\), where \(W\) is the depth of the occupied band. Any spin factor belongs in \(\rho\).

```lean
/-- Energy of the distorted chain relative to the undistorted one: elastic cost `K D²`
minus the electronic gain. -/
def deformationEnergy (K : ℝ) (ρ : ℝ → ℝ) (W D : ℝ) : ℝ := K * D ^ 2 - electronicGain ρ W D
```

The energy change is \(KD^2-G_\rho(D)\). The term \(KD^2\) stands for a harmonic lattice with \(D\) proportional to the displacement, so `K` is the spring constant with the electron-phonon coupling absorbed.

The step from this model to a real chain is the pairing itself: one distortion must couple every occupied level to its mirror image with the same \(D\). Nesting in one dimension motivates this, but here it is built into the definition. The electrons are non-interacting and at zero temperature, and the lattice is static.

## Two bounds on the shift

```lean
/-- The gap never raises an occupied level. -/
theorem levelShift_nonneg (D x : ℝ) : 0 ≤ levelShift D x :=
  sub_nonneg.2 (Real.le_sqrt_of_sq_le (by nlinarith [sq_nonneg D]))
```

Since \(x^2\le x^2+D^2\), we have \(x\le\sqrt{x^2+D^2}\), so the shift is never negative.

```lean
/-- The lowering of a level times its depth is at most `D² / 2`. -/
theorem mul_levelShift_le (D x : ℝ) : x * levelShift D x ≤ D ^ 2 / 2 := by
  unfold levelShift
  have hs : √(x ^ 2 + D ^ 2) ^ 2 = x ^ 2 + D ^ 2 := Real.sq_sqrt (by positivity)
  nlinarith [sq_nonneg (√(x ^ 2 + D ^ 2) - x)]
```

Write \(s=\sqrt{x^2+D^2}\). From \((s-x)^2\ge0\) we get \(2xs\le s^2+x^2\). Subtracting \(2x^2\) gives \(2x(s-x)\le s^2-x^2=D^2\), which is the claim. The tactic `nlinarith` receives this same square.

```lean
theorem continuous_levelShift (D : ℝ) : Continuous (levelShift D) := by
  unfold levelShift
  fun_prop
```

The shift is continuous in \(x\), which makes the integrals below well defined.

## Constant density

```lean
/-- Exact electronic gain for a constant density of states `c`, band depth `W ≥ 0`
and gap parameter `D > 0`. -/
theorem electronicGain_const (c : ℝ) {W D : ℝ} (hW : 0 ≤ W) (hD : 0 < D) :
    electronicGain (fun _ => c) W D =
      c / 2 * (W * levelShift D W
        + D ^ 2 * (Real.log (W + √(W ^ 2 + D ^ 2)) - Real.log D)) := by
  -- an explicit antiderivative of the level shift
  have hder : ∀ x ∈ uIcc 0 W, HasDerivAt
      (fun y : ℝ => (y * (√(y ^ 2 + D ^ 2) - y)
        + D ^ 2 * Real.log (y + √(y ^ 2 + D ^ 2))) / 2) (levelShift D x) x := by
    intro x hx
    rw [uIcc_of_le hW] at hx
    have hx0 : 0 ≤ x := hx.1
    have hp : 0 < x ^ 2 + D ^ 2 := by positivity
    have hs : 0 < √(x ^ 2 + D ^ 2) := Real.sqrt_pos.2 hp
    have h1 : HasDerivAt (fun y : ℝ => y ^ 2 + D ^ 2) (2 * x) x :=
      ((hasDerivAt_pow 2 x).add_const (D ^ 2)).congr_deriv (by simp)
    have h2 : HasDerivAt (fun y : ℝ => √(y ^ 2 + D ^ 2)) (x / √(x ^ 2 + D ^ 2)) x :=
      (h1.sqrt hp.ne').congr_deriv (mul_div_mul_left _ _ two_ne_zero)
    have h3 := ((hasDerivAt_id' x).fun_add h2).log (by positivity)
    have h4 := (((hasDerivAt_id' x).fun_mul (h2.fun_sub (hasDerivAt_id' x))).fun_add
      (h3.const_mul (D ^ 2))).div_const 2
    have alg : ∀ s : ℝ, 0 < s → s ^ 2 = x ^ 2 + D ^ 2 →
        (1 * (s - x) + x * (x / s - 1) + D ^ 2 * ((1 + x / s) / (x + s))) / 2 = s - x := by
      intro s h0 h
      have hxs : x + s ≠ 0 := by positivity
      have e : (1 + x / s) / (x + s) = 1 / s := by
        rw [div_eq_div_iff hxs h0.ne', add_mul, div_mul_cancel₀ _ h0.ne']
        ring
      rw [e, show D ^ 2 = s ^ 2 - x ^ 2 by linarith]
      field_simp
      ring
    exact h4.congr_deriv (alg _ hs (Real.sq_sqrt hp.le))
  have hI := intervalIntegral.integral_eq_sub_of_hasDerivAt hder
    ((continuous_levelShift D).intervalIntegrable 0 W)
  have h : electronicGain (fun _ => c) W D = c * ∫ x in (0 : ℝ)..W, levelShift D x := by
    unfold electronicGain
    exact intervalIntegral.integral_const_mul c _
  have h0 : √((0 : ℝ) ^ 2 + D ^ 2) = D := by
    rw [zero_pow two_ne_zero, zero_add, Real.sqrt_sq hD.le]
  rw [h, hI, h0]
  unfold levelShift
  simp only [zero_add]
  ring
```

For \(\rho=c\) the gain is

\[G_c(D)=\frac c2\Big[W\big(\sqrt{W^2+D^2}-W\big)+D^2\log\frac{W+\sqrt{W^2+D^2}}{D}\Big].\]

The antiderivative is \(F(x)=\tfrac12[x(s-x)+D^2\log(x+s)]\). With \(s'=x/s\), the logarithm contributes \(D^2(1+x/s)/(x+s)=D^2/s\), and

\[F'=\tfrac12\Big[s-2x+\frac{x^2+D^2}{s}\Big]=s-x.\]

At the lower limit \(s=D\), so \(F(0)=\tfrac12D^2\log D\). In Lean, `hder` states the derivative, `alg` does the algebra just shown, and `hI` is the fundamental theorem of calculus.

```lean
/-- The logarithm `log (1/D)` grows without bound as the gap parameter closes. -/
theorem tendsto_log_gap : Tendsto (fun D : ℝ => Real.log (1 / D)) (𝓝[>] 0) atTop := by
  refine tendsto_atTop.2 fun b => ?_
  filter_upwards [Ioo_mem_nhdsGT (Real.exp_pos (-b))] with D hD
  have h := Real.log_lt_log hD.1 hD.2
  rw [Real.log_exp] at h
  rw [one_div, Real.log_inv]
  linarith
```

`Tendsto f (𝓝[>] 0) atTop` reads "\(f(D)\to\infty\) as \(D\to0^+\)". For any bound \(b\), taking \(0<D<e^{-b}\) gives \(\log(1/D)>b\). Here \(D\) is a number in a fixed energy unit; changing the unit adds a constant to the logarithm and leaves the limits below unchanged.

```lean
/-- For a constant density of states `c` and `W > 0`, the gain divided by `D² log (1/D)`
tends to `c / 2` as `D` tends to zero from above. -/
theorem tendsto_gain_const (c : ℝ) {W : ℝ} (hW : 0 < W) :
    Tendsto (fun D => electronicGain (fun _ => c) W D / (D ^ 2 * Real.log (1 / D)))
      (𝓝[>] 0) (𝓝 (c / 2)) := by
  have hD0 : ∀ᶠ D : ℝ in 𝓝[>] 0, 0 < D := self_mem_nhdsWithin
  have hL0 := tendsto_log_gap.eventually_gt_atTop 0
  have hr : Tendsto (fun D => W * levelShift D W / D ^ 2 / Real.log (1 / D))
      (𝓝[>] 0) (𝓝 0) := by
    refine squeeze_zero' ?_ ?_
      ((tendsto_const_nhds (x := (1 / 2 : ℝ))).div_atTop tendsto_log_gap)
    · filter_upwards [hL0] with D hl
      have := levelShift_nonneg D W
      positivity
    · filter_upwards [hD0, hL0] with D hD hl
      refine div_le_div_of_nonneg_right ?_ hl.le
      rw [div_le_iff₀ (by positivity)]
      linarith [mul_levelShift_le D W]
  have hc : ContinuousAt (fun D : ℝ => Real.log (W + √(W ^ 2 + D ^ 2))) 0 :=
    ContinuousAt.log (by fun_prop) (by positivity)
  have hlog := (hc.tendsto.mono_left nhdsWithin_le_nhds).div_atTop tendsto_log_gap
  have key := ((hr.add hlog).add_const 1).const_mul (c / 2)
  rw [show c / 2 * (0 + 0 + 1) = c / 2 by ring] at key
  refine key.congr' ?_
  filter_upwards [hD0, hL0] with D hD hl
  have e : Real.log D = -Real.log (1 / D) := by simp [one_div]
  rw [electronicGain_const c hW.le hD, e]
  generalize Real.log (1 / D) = L at hl ⊢
  generalize Real.log (W + √(W ^ 2 + D ^ 2)) = A
  generalize levelShift D W = B
  field_simp
  ring
```

Put \(L=\log(1/D)\) and divide the exact formula by \(D^2L\):

\[\frac{G_c(D)}{D^2L}=\frac c2\Big[\frac{W(\sqrt{W^2+D^2}-W)}{D^2L}+\frac{\log(W+\sqrt{W^2+D^2})}{L}+1\Big].\]

By the second bound, the first term lies between \(0\) and \(1/(2L)\); this is the squeeze in `hr`. The numerator of the second tends to \(\log 2W\) while \(L\to\infty\), which is `hlog`. Only \(c/2\) remains.

## Any continuous density

```lean
/-- A density of states continuous on the band differs from its Fermi-level value by at most
any prescribed `ε > 0` plus a term linear in the depth. -/
theorem density_deviation {ρ : ℝ → ℝ} {W ε : ℝ} (hW : 0 ≤ W)
    (hρ : ContinuousOn ρ (Icc 0 W)) (hε : 0 < ε) :
    ∃ C, 0 ≤ C ∧ ∀ x ∈ Icc 0 W, |ρ x - ρ 0| ≤ ε + C * x := by
  obtain ⟨M, hM⟩ := isCompact_Icc.exists_bound_of_continuousOn
    (hρ.sub (continuousOn_const (c := ρ 0)))
  obtain ⟨δ, hδ, hclose⟩ := Metric.continuousOn_iff.1 hρ 0 ⟨le_rfl, hW⟩ ε hε
  refine ⟨|M| / δ, by positivity, fun x hx => ?_⟩
  have hx0 : 0 ≤ x := hx.1
  rcases lt_or_ge x δ with h | h
  · have h1 := hclose x hx (by rw [Real.dist_eq, sub_zero, abs_of_nonneg hx0]; exact h)
    rw [Real.dist_eq] at h1
    have h2 : 0 ≤ |M| / δ * x := by positivity
    linarith
  · have h1 : |ρ x - ρ 0| ≤ M := hM x hx
    have h2 : |M| / δ * δ ≤ |M| / δ * x := mul_le_mul_of_nonneg_left h (by positivity)
    rw [div_mul_cancel₀ _ hδ.ne'] at h2
    linarith [le_abs_self M]
```

Given \(\varepsilon>0\), continuity at \(0\) supplies \(\delta>0\) with \(|\rho(x)-\rho(0)|<\varepsilon\) for band depths \(x<\delta\). For \(x\ge\delta\), the deviation is bounded by some \(M\), because a continuous function on a closed interval is bounded, and \(M\le(|M|/\delta)\,x\). So \(C=|M|/\delta\) works. It depends on \(\varepsilon\) but not on \(D\).

```lean
/-- For `W > 0` and a density of states continuous on `[0, W]`, the electronic gain divided by
`D² log (1/D)` tends to half the Fermi-level density as `D` tends to zero from above. -/
theorem tendsto_electronicGain {ρ : ℝ → ℝ} {W : ℝ} (hW : 0 < W)
    (hρ : ContinuousOn ρ (Icc 0 W)) :
    Tendsto (fun D => electronicGain ρ W D / (D ^ 2 * Real.log (1 / D)))
      (𝓝[>] 0) (𝓝 (ρ 0 / 2)) := by
  have hD0 : ∀ᶠ D : ℝ in 𝓝[>] 0, 0 < D := self_mem_nhdsWithin
  -- the deviation from a constant density is of lower order
  have hdiff : Tendsto (fun D => (electronicGain ρ W D - electronicGain (fun _ => ρ 0) W D)
      / (D ^ 2 * Real.log (1 / D))) (𝓝[>] 0) (𝓝 0) := by
    refine Metric.tendsto_nhds.2 fun ε hε => ?_
    obtain ⟨C, hC, hdev⟩ := density_deviation hW.le hρ hε
    have hone := (tendsto_gain_const 1 hW).eventually_lt_const
      (show (1 / 2 : ℝ) < 3 / 4 by norm_num)
    have hsmall := ((tendsto_const_nhds (x := C * W / 2)).div_atTop
      tendsto_log_gap).eventually_lt_const (show (0 : ℝ) < ε / 4 by positivity)
    filter_upwards [hD0, tendsto_log_gap.eventually_gt_atTop 0, hone, hsmall]
      with D hD hl h1 h2
    have hk := continuous_levelShift D
    have hf : ContinuousOn (fun x => (ρ x - ρ 0) * levelShift D x) (Icc 0 W) :=
      (hρ.sub continuousOn_const).mul hk.continuousOn
    have hE : electronicGain ρ W D - electronicGain (fun _ => ρ 0) W D
        = ∫ x in (0 : ℝ)..W, (ρ x - ρ 0) * levelShift D x := by
      have i1 : IntervalIntegrable (fun x => ρ x * levelShift D x) MeasureTheory.volume 0 W :=
        (hρ.mul hk.continuousOn).intervalIntegrable_of_Icc hW.le
      have i2 : IntervalIntegrable (fun x => ρ 0 * levelShift D x) MeasureTheory.volume 0 W :=
        (continuous_const.mul hk).intervalIntegrable 0 W
      unfold electronicGain
      simp only [sub_mul]
      exact (intervalIntegral.integral_sub i1 i2).symm
    have hb : |∫ x in (0 : ℝ)..W, (ρ x - ρ 0) * levelShift D x|
        ≤ ∫ x in (0 : ℝ)..W, (ε * levelShift D x + C * (D ^ 2 / 2)) := by
      refine (intervalIntegral.abs_integral_le_integral_abs hW.le).trans
        (intervalIntegral.integral_mono_on hW.le
          (hf.abs.intervalIntegrable_of_Icc hW.le)
          (((continuous_const.mul hk).add continuous_const).intervalIntegrable 0 W) ?_)
      intro x hx
      rw [abs_mul, abs_of_nonneg (levelShift_nonneg D x)]
      have h3 := mul_le_mul_of_nonneg_right (hdev x hx) (levelShift_nonneg D x)
      have h4 := mul_le_mul_of_nonneg_left (mul_levelShift_le D x) hC
      linarith
    have hv : ∫ x in (0 : ℝ)..W, (ε * levelShift D x + C * (D ^ 2 / 2))
        = ε * electronicGain (fun _ => 1) W D + C * W / 2 * D ^ 2 := by
      have i3 : IntervalIntegrable (fun x => ε * levelShift D x) MeasureTheory.volume 0 W :=
        (continuous_const.mul hk).intervalIntegrable 0 W
      have i4 : IntervalIntegrable (fun _ : ℝ => C * (D ^ 2 / 2)) MeasureTheory.volume 0 W :=
        continuous_const.intervalIntegrable 0 W
      have hs : ∫ x in (0 : ℝ)..W, (ε * levelShift D x + C * (D ^ 2 / 2))
          = (∫ x in (0 : ℝ)..W, ε * levelShift D x) + ∫ _x in (0 : ℝ)..W, C * (D ^ 2 / 2) :=
        intervalIntegral.integral_add i3 i4
      rw [hs, intervalIntegral.integral_const_mul, intervalIntegral.integral_const]
      simp only [electronicGain, one_mul, smul_eq_mul, sub_zero]
      ring
    have hp : 0 < D ^ 2 * Real.log (1 / D) := by positivity
    rw [Real.dist_eq, sub_zero, abs_div, abs_of_pos hp, hE, div_lt_iff₀ hp]
    rw [div_lt_iff₀ hp] at h1
    rw [div_lt_iff₀ hl] at h2
    have h5 := mul_lt_mul_of_pos_left h1 hε
    have h6 := mul_lt_mul_of_pos_right h2 (pow_pos hD 2)
    rw [hv] at hb
    linarith
  have key := hdiff.add (tendsto_gain_const (ρ 0) hW)
  rw [zero_add] at key
  refine key.congr fun D => ?_
  rw [← add_div, sub_add_cancel]
```

In words: if \(W>0\) and \(\rho\) is continuous on \([0,W]\), then

\[\lim_{D\to0^+}\frac{G_\rho(D)}{D^2\log(1/D)}=\frac{\rho(0)}2 .\]

Positivity of \(\rho(0)\) is not required; if \(\rho(0)=0\), the limit is zero.

Compare \(\rho\) with the constant density \(\rho(0)\). The deviation bound and the two bounds on the shift give

\[|G_\rho-G_{\rho(0)}|\le\int_0^W(\varepsilon+Cx)(s-x)\,dx\le\varepsilon\,G_1+\frac{CW}{2}D^2,\]

where \(G_1\) is the gain at unit density. After division by \(D^2L\), the first term is eventually below \(\tfrac34\varepsilon\), since \(G_1/(D^2L)\to\tfrac12\), and the second is eventually below \(\tfrac14\varepsilon\). The difference therefore tends to zero, and the constant-density limit finishes the argument. In the code, `hE` writes the difference as one integral, `hb` and `hv` give the estimate, and `hone` and `hsmall` supply the two fractions of \(\varepsilon\).

Continuity up to \(x=W\) excludes the inverse-square-root singularity at the bottom of a tight-binding chain's band, so for that chain \(W\) must stop short of the bottom. The levels left out have non-negative shifts, so they can only add to the gain, and the instability below survives.

## Instability, and a density for which a stiff lattice is stable

```lean
/-- Peierls instability: for `W > 0` and a density of states continuous on `[0, W]` and positive
at the Fermi level, every sufficiently small `D > 0` lowers the energy, whatever the elastic
constant `K`. -/
theorem peierls_instability {ρ : ℝ → ℝ} {W : ℝ} (hW : 0 < W)
    (hρ : ContinuousOn ρ (Icc 0 W)) (h0 : 0 < ρ 0) (K : ℝ) :
    ∀ᶠ D in 𝓝[>] 0, deformationEnergy K ρ W D < 0 := by
  have hD0 : ∀ᶠ D : ℝ in 𝓝[>] 0, 0 < D := self_mem_nhdsWithin
  have hg := (tendsto_electronicGain hW hρ).eventually_const_lt
    (show ρ 0 / 4 < ρ 0 / 2 by linarith)
  filter_upwards [hD0, tendsto_log_gap.eventually_gt_atTop 0,
    tendsto_log_gap.eventually_gt_atTop (4 * K / ρ 0), hg] with D hD hl hK h
  rw [lt_div_iff₀ (by positivity)] at h
  rw [div_lt_iff₀ h0] at hK
  have h1 := mul_lt_mul_of_pos_right hK (pow_pos hD 2)
  unfold deformationEnergy
  linarith
```

The symbol `∀ᶠ D in 𝓝[>] 0` means "for all sufficiently small \(D>0\)"; how small may depend on \(K\). Eventually \(G_\rho>\tfrac14\rho(0)D^2L\), because \(\tfrac14\rho(0)\) is below the limit, and eventually \(L>4K/\rho(0)\). Together these give \(G_\rho>KD^2\).

The theorem gives the sign of the energy change, not the size of the final gap \(2D\). For constant density \(c>0\) and \(K>0\), a separate calculation supplies it: setting the derivative of the energy to zero gives \(D=W/\sinh(2K/c)\), which approaches \(2We^{-2K/c}\) for a stiff lattice.

For electronic-structure calculations, this non-interacting model gives a warning about sampling: a finite set of levels with none at the Fermi energy has a gain of at most a constant times \(D^2\), so a stiff enough lattice looks stable.

```lean
/-- If the density of states is continuous on `[0, W]` and at most `C x` at depth `x`, with
`C ≥ 0` and `W ≥ 0`, then for `K ≥ C W / 2` no distortion lowers the energy. -/
theorem stable_of_linear_density {ρ : ℝ → ℝ} {W C K : ℝ} (hW : 0 ≤ W)
    (hρ : ContinuousOn ρ (Icc 0 W)) (hC : 0 ≤ C) (hlin : ∀ x ∈ Icc 0 W, ρ x ≤ C * x)
    (hK : C * W / 2 ≤ K) (D : ℝ) : 0 ≤ deformationEnergy K ρ W D := by
  have hb : electronicGain ρ W D ≤ ∫ _x in (0 : ℝ)..W, C * (D ^ 2 / 2) := by
    refine intervalIntegral.integral_mono_on hW
      ((hρ.mul (continuous_levelShift D).continuousOn).intervalIntegrable_of_Icc hW)
      (continuous_const.intervalIntegrable 0 W) fun x hx => ?_
    have h1 := mul_le_mul_of_nonneg_right (hlin x hx) (levelShift_nonneg D x)
    have h2 := mul_le_mul_of_nonneg_left (mul_levelShift_le D x) hC
    linarith
  rw [intervalIntegral.integral_const, smul_eq_mul, sub_zero] at hb
  have h3 := mul_le_mul_of_nonneg_right hK (sq_nonneg D)
  unfold deformationEnergy
  linarith

end

end PeierlsInstability
```

Now let \(\rho(x)\le Cx\) on all of \([0,W]\), as for an ideal two-dimensional Dirac cone cut off at depth \(W\), with the Fermi energy at the Dirac point. Then

\[G_\rho(D)\le\int_0^W Cx(s-x)\,dx\le\frac{CW}2D^2\le KD^2\]

whenever \(K\ge CW/2\), and this holds for every \(D\), not only small ones. The factor \(x\) cancels the \(1/x\) that made the naive expansion diverge.

```lean
#print axioms PeierlsInstability.tendsto_electronicGain
#print axioms PeierlsInstability.peierls_instability
#print axioms PeierlsInstability.stable_of_linear_density
```

```
'PeierlsInstability.tendsto_electronicGain' depends on axioms: [propext, Classical.choice, Quot.sound]
'PeierlsInstability.peierls_instability' depends on axioms: [propext, Classical.choice, Quot.sound]
'PeierlsInstability.stable_of_linear_density' depends on axioms: [propext, Classical.choice, Quot.sound]
```
